# For positive semidefinite A, perm A ≥ ∏ᵢ Aᵢᵢ: a lower bound on the norm of symmetrised boson products

Put N bosons into N orbitals φᵢ that may overlap. Let φᵢ(k) be the amplitude of orbital i in the state k of a finite orthonormal one-particle basis, and let f(i) be the basis state of particle i. The unnormalised symmetrised product and the overlap matrix are

Φ(f) = Σ_σ ∏ᵢ φ_σ(i)(f(i)),  G(i,j) = Σₖ φᵢ(k)* φⱼ(k),

where σ runs over all N! permutations and * is complex conjugation. The permanent is the determinant without its signs:

perm A = Σ_σ ∏ᵢ A(σ(i), i).

How does overlap affect the norm of Φ? The squared norm is N! perm G, and it is never below N! ∏ᵢ ‖φᵢ‖², its value for orthogonal orbitals of the same lengths.

In Lean 4 with Mathlib:

```lean
import Mathlib

open Finset
open Equiv (Perm swap)
open scoped ComplexOrder

namespace BosonicNormEnhancement

variable {n m : Type*} [Fintype n] [DecidableEq n] [Fintype m]
```

The type `n` labels both particles and orbitals, so N is its number of elements; `m` labels the basis states. Both are finite. With `ComplexOrder`, a ≤ b for complex numbers means equal imaginary parts and ordered real parts, so 0 ≤ z also says that z is real.

## Exchange restricted to some of the particles

```lean
/-- The permutations that leave every particle of the set `S` in place. -/
def fixing (S : Finset n) : Finset (Perm n) :=
  univ.filter fun σ => ∀ i ∈ S, σ i = i
```

`fixing S` collects the permutations under which each particle i in S keeps orbital i. The letter S is a set of particles here, not the overlap matrix it often denotes in quantum chemistry.

```lean
/-- The exchange sum of `A` in which the particles of `S` take no part in the exchange. -/
def partialPermanent (A : Matrix n n ℂ) (S : Finset n) : ℂ :=
  ∑ σ ∈ fixing S, ∏ i, A (σ i) i
```

This is the permanent with the sum restricted to `fixing S`. Call it p(S). It runs from p(∅) = perm A to p(all particles) = ∏ᵢ Aᵢᵢ.

```lean
/-- The overlap matrix of orbitals given by their amplitudes in a finite orthonormal basis. -/
def overlap (φ : n → m → ℂ) : Matrix n n ℂ :=
  fun i j => ∑ k, star (φ i k) * φ j k
```

This is G, with `star` as complex conjugation.

```lean
/-- The amplitude of the unnormalised symmetrised product of the orbitals `φ`, with particle `i`
in the basis state `f i`. -/
def symmetrised (φ : n → m → ℂ) (f : n → m) : ℂ :=
  ∑ σ : Perm n, ∏ i, φ (σ i) (f i)
```

This is Φ, without a prefactor such as 1/√N!.

```lean
/-- A permutation belongs to `fixing S` exactly when it fixes each particle of `S`. -/
theorem mem_fixing {S : Finset n} {σ : Perm n} : σ ∈ fixing S ↔ ∀ i ∈ S, σ i = i := by
  simp [fixing]
```

This lemma unfolds the definition of `fixing` for later use.

## A nonnegative quadratic form

```lean
open scoped MatrixOrder Matrix.Norms.L2Operator in
/-- For positive semidefinite `A`, products of its entries between permuted labels form a
nonnegative quadratic form on any set of permutations. -/
theorem exchange_kernel_nonneg {A : Matrix n n ℂ} (hA : A.PosSemidef) (H : Finset (Perm n))
    (s : Finset n) (x : Perm n → ℂ) :
    0 ≤ ∑ ρ ∈ H, ∑ τ ∈ H, star (x ρ) * x τ * ∏ i ∈ s, A (ρ i) (τ i) := by
  obtain ⟨B, hB⟩ := CStarAlgebra.nonneg_iff_eq_star_mul_self.mp
    (Matrix.nonneg_iff_posSemidef.mpr hA)
  have entry : ∀ a b, A a b = ∑ k, star (B k a) * B k b := by
    intro a b
    simp only [hB, Matrix.mul_apply, Matrix.star_apply]
  induction s using Finset.induction_on generalizing x with
  | empty =>
    have h : ∑ ρ ∈ H, ∑ τ ∈ H, star (x ρ) * x τ * ∏ i ∈ (∅ : Finset n), A (ρ i) (τ i)
        = star (∑ ρ ∈ H, x ρ) * ∑ τ ∈ H, x τ := by
      rw [star_sum, sum_mul_sum]
      simp only [prod_empty, mul_one]
    rw [h]
    exact star_mul_self_nonneg _
  | insert a s ha ih =>
    -- one factor of the kernel is absorbed into the coefficients
    have h : ∑ k, ∑ ρ ∈ H, ∑ τ ∈ H, star (B k (ρ a) * x ρ) * (B k (τ a) * x τ)
          * ∏ i ∈ s, A (ρ i) (τ i)
        = ∑ ρ ∈ H, ∑ τ ∈ H, star (x ρ) * x τ * ∏ i ∈ insert a s, A (ρ i) (τ i) := by
      refine sum_comm.trans (sum_congr rfl fun ρ _ =>
        sum_comm.trans (sum_congr rfl fun τ _ => ?_))
      rw [prod_insert ha, entry (ρ a) (τ a), sum_mul, mul_sum]
      refine sum_congr rfl fun k _ => ?_
      rw [star_mul']
      ring
    rw [← h]
    exact sum_nonneg fun k _ => ih (fun σ => B k (σ a) * x σ)
```

The hypothesis `hA` says that A is Hermitian with nonnegative quadratic form. For an overlap matrix, this means that no superposition of the orbitals has a negative squared norm. The claim is that, for any set H of permutations, any set s of labels and any coefficients x,

0 ≤ Σ_{ρ,τ∈H} x_ρ* x_τ ∏_{i∈s} A(ρ(i), τ(i)).

Factor A = B†B, so that A(a,b) = Σₖ B(k,a)* B(k,b), with k a row label of B. Then use induction on s. For empty s the form is |Σ_ρ x_ρ|². Adding a label a inserts one factor A(ρ(a), τ(a)), and the form becomes a sum over k of forms for the old s, with coefficients B(k,ρ(a)) x_ρ. Each is nonnegative by the induction hypothesis `ih`, which holds for all coefficients because of `generalizing x`.

## Releasing one particle into the exchange

```lean
/-- If `k` is not in `S`, the sum of `g` over the permutations that fix `S` and move `k` equals its
sum over all pairs of a particle `j` outside `S` and different from `k` and a permutation `ρ` fixing
`k` and `S`, with `g` taken at the swap of `k` and `j` followed by `ρ`. -/
theorem sum_moving {S : Finset n} {k : n} (hk : k ∉ S) (g : Perm n → ℂ) :
    ∑ σ ∈ (fixing S).filter (fun σ => ¬ σ k = k), g σ
      = ∑ j ∈ (insert k S)ᶜ, ∑ ρ ∈ fixing (insert k S), g (ρ * swap k j) := by
  rw [← sum_product']
  refine sum_nbij' (fun σ => (σ.symm k, σ * swap k (σ.symm k)))
    (fun p => p.2 * swap k p.1) ?_ ?_ ?_ ?_ ?_
  · intro σ hσ
    simp only [mem_filter, mem_fixing] at hσ
    have h1 : σ.symm k ≠ k := fun h => hσ.2 (σ.symm_apply_eq.1 h).symm
    have h2 : σ.symm k ∉ S := fun h => by
      have e := hσ.1 _ h
      rw [Equiv.apply_symm_apply] at e
      rw [← e] at h
      exact hk h
    refine mem_product.2 ⟨mem_compl.2 fun h => (mem_insert.1 h).elim h1 h2,
      mem_fixing.2 fun i hi => ?_⟩
    show σ (swap k (σ.symm k) i) = i
    rcases mem_insert.1 hi with h | h
    · rw [h, Equiv.swap_apply_left, Equiv.apply_symm_apply]
    · have hik : i ≠ k := fun e : i = k => hk (by rwa [e] at h)
      have hij : i ≠ σ.symm k := fun e : i = σ.symm k => h2 (by rwa [e] at h)
      rw [Equiv.swap_apply_of_ne_of_ne hik hij, hσ.1 i h]
  · rintro ⟨j, ρ⟩ hp
    simp only [mem_product, mem_compl, mem_insert, not_or, mem_fixing] at hp
    obtain ⟨⟨hjk, hjS⟩, hρ⟩ := hp
    refine mem_filter.2 ⟨mem_fixing.2 fun i hi => ?_, fun h => ?_⟩
    · show ρ (swap k j i) = i
      have hik : i ≠ k := fun e : i = k => hk (by rwa [e] at hi)
      have hij : i ≠ j := fun e : i = j => hjS (by rwa [e] at hi)
      rw [Equiv.swap_apply_of_ne_of_ne hik hij, hρ i (Or.inr hi)]
    · have h' : ρ (swap k j k) = k := h
      rw [Equiv.swap_apply_left] at h'
      exact hjk (ρ.injective (h'.trans (hρ k (Or.inl rfl)).symm))
  · intro σ _
    show σ * swap k (σ.symm k) * swap k (σ.symm k) = σ
    rw [mul_assoc, Equiv.swap_mul_self, mul_one]
  · rintro ⟨j, ρ⟩ hp
    have hρ := mem_fixing.1 (mem_product.1 hp).2 k (mem_insert_self k S)
    have e : (ρ * swap k j).symm k = j := by
      refine (Equiv.symm_apply_eq _).2 ?_
      show k = ρ (swap k j j)
      rw [Equiv.swap_apply_right]
      exact hρ.symm
    show ((ρ * swap k j).symm k, ρ * swap k j * swap k ((ρ * swap k j).symm k)) = (j, ρ)
    rw [e, mul_assoc, Equiv.swap_mul_self, mul_one]
  · intro σ _
    show g σ = g (σ * swap k (σ.symm k) * swap k (σ.symm k))
    rw [mul_assoc, Equiv.swap_mul_self, mul_one]
```

Let σ fix S and move k, where k is now a particle outside S. Set j = σ⁻¹(k) and ρ = σ·swap(k,j), the right factor acting first. Then j ≠ k, and j is not in S, since σ would otherwise fix it. Also ρ(k) = σ(j) = k, and ρ still fixes S. Since a swap is its own inverse, σ = ρ·swap(k,j). Conversely, if j is outside S ∪ {k} and ρ fixes S and k, then ρ·swap(k,j) fixes S and sends j to k, so it moves k and gives back the same j and ρ. `sum_nbij'` turns this two-way correspondence into an equality of sums.

```lean
/-- For positive semidefinite `A`, letting one more particle `k` take part in the exchange never
lowers the exchange sum. -/
theorem partialPermanent_insert_le {A : Matrix n n ℂ} (hA : A.PosSemidef) (S : Finset n) (k : n) :
    partialPermanent A (insert k S) ≤ partialPermanent A S := by
  by_cases hk : k ∈ S
  · rw [insert_eq_of_mem hk]
  -- relabelling by a permutation that fixes `k` and `S` does not change the sum of the new terms
  have avg : ∀ τ ∈ fixing (insert k S),
      ∑ σ ∈ (fixing S).filter (fun σ => ¬ σ k = k), ∏ i, A (σ i) (τ i)
        = ∑ σ ∈ (fixing S).filter (fun σ => ¬ σ k = k), ∏ i, A (σ i) i := by
    intro τ hτ
    have ht := mem_fixing.1 hτ
    have hs : ∀ i ∈ insert k S, τ.symm i = i := fun i hi => τ.symm_apply_eq.2 (ht i hi).symm
    refine sum_nbij' (fun σ => τ.symm.trans σ) (fun σ => τ.trans σ) ?_ ?_ ?_ ?_ ?_
    · intro σ hσ
      simp only [mem_filter, mem_fixing, Equiv.trans_apply] at hσ ⊢
      rw [hs k (mem_insert_self k S)]
      exact ⟨fun i hi => by rw [hs i (mem_insert_of_mem hi), hσ.1 i hi], hσ.2⟩
    · intro σ hσ
      simp only [mem_filter, mem_fixing, Equiv.trans_apply] at hσ ⊢
      rw [ht k (mem_insert_self k S)]
      exact ⟨fun i hi => by rw [ht i (mem_insert_of_mem hi), hσ.1 i hi], hσ.2⟩
    · intro σ _
      ext i
      simp
    · intro σ _
      ext i
      simp
    · intro σ _
      refine Eq.trans ?_ (Equiv.prod_comp τ (fun i => A ((τ.symm.trans σ) i) i))
      simp only [Equiv.trans_apply, Equiv.symm_apply_apply]
  have e := sum_moving hk (fun σ => ∑ τ ∈ fixing (insert k S), ∏ i, A (σ i) (τ i))
  rw [sum_comm, sum_congr rfl avg, sum_const, nsmul_eq_mul] at e
  -- the number of relabellings times the sum of the new terms is a sum of nonnegative forms
  have hpos : 0 ≤ ((fixing (insert k S)).card : ℂ)
      * ∑ σ ∈ (fixing S).filter (fun σ => ¬ σ k = k), ∏ i, A (σ i) i := by
    rw [e]
    refine sum_nonneg fun j hj => ?_
    have hjk : j ≠ k := fun h => mem_compl.1 hj (h ▸ mem_insert_self k S)
    refine (exchange_kernel_nonneg hA (fixing (insert k S)) ((univ.erase k).erase j)
      (fun σ => A k (σ j))).trans_eq ?_
    refine sum_congr rfl fun ρ hρ => sum_congr rfl fun τ hτ => ?_
    have hρk := mem_fixing.1 hρ k (mem_insert_self k S)
    have hτk := mem_fixing.1 hτ k (mem_insert_self k S)
    have hrest : ∏ i ∈ (univ.erase k).erase j, A ((ρ * swap k j) i) (τ i)
        = ∏ i ∈ (univ.erase k).erase j, A (ρ i) (τ i) := prod_congr rfl fun i hi => by
      rw [Equiv.Perm.mul_apply, Equiv.swap_apply_of_ne_of_ne
        (ne_of_mem_erase (mem_of_mem_erase hi)) (ne_of_mem_erase hi)]
    rw [← mul_prod_erase univ (fun i => A ((ρ * swap k j) i) (τ i)) (mem_univ k),
      ← mul_prod_erase (univ.erase k) (fun i => A ((ρ * swap k j) i) (τ i))
        (mem_erase.2 ⟨hjk, mem_univ j⟩), hrest, Equiv.Perm.mul_apply, Equiv.Perm.mul_apply,
      Equiv.swap_apply_left, Equiv.swap_apply_right, hτk, hρk, hA.isHermitian.apply]
    ring
  have hne : ((fixing (insert k S)).card : ℂ) ≠ 0 :=
    Nat.cast_ne_zero.2 (card_ne_zero_of_mem (mem_fixing.2 fun i _ => Equiv.Perm.one_apply i))
  have hc : (0 : ℂ) ≤ (((fixing (insert k S)).card : ℝ)⁻¹ : ℝ) :=
    Complex.zero_le_real.2 (by positivity)
  have hR := mul_nonneg hc hpos
  rw [Complex.ofReal_inv, Complex.ofReal_natCast, inv_mul_cancel_left₀ hne] at hR
  have hf : (fixing S).filter (fun σ => σ k = k) = fixing (insert k S) := by
    ext σ
    simp [mem_fixing, and_comm]
  unfold partialPermanent
  rw [← sum_filter_add_sum_filter_not (fixing S) (fun σ => σ k = k), hf]
  exact le_add_of_nonneg_right hR
```

The claim is p(S ∪ {k}) ≤ p(S). If k is already in S, the two are equal. Otherwise their difference is

D = Σ_{σ fixes S, σ(k)≠k} ∏ᵢ A(σ(i), i).

Let H be the set of permutations fixing S and k. For τ in H, replacing σ by στ⁻¹ only reorders the sum, so D is also the sum of ∏ᵢ A(σ(i), τ(i)); this is `avg`. Summing over τ and using the previous decomposition gives

|H| D = Σⱼ Σ_{ρ,τ∈H} ∏ᵢ A((ρ·swap(k,j))(i), τ(i)),

with j outside S ∪ {k}. The factor at i = k is A(ρ(j), k) = A(k, ρ(j))*, and the one at i = j is A(k, τ(j)). With x_ρ = A(k, ρ(j)), each j contributes

Σ_{ρ,τ∈H} x_ρ* x_τ ∏_{i≠j,k} A(ρ(i), τ(i)) ≥ 0.

This is `hpos`. As H contains the identity, dividing by |H| gives D ≥ 0.

## The permanent bound and the boson norm

```lean
/-- The permanent of a positive semidefinite complex matrix is real and at least the product of
the diagonal entries. -/
theorem prod_diag_le_permanent {A : Matrix n n ℂ} (hA : A.PosSemidef) :
    A.permanent.im = 0 ∧ ∏ i, (A i i).re ≤ A.permanent.re := by
  -- release the particles into the exchange one at a time
  have hall : ∀ S : Finset n, partialPermanent A S ≤ partialPermanent A ∅ := by
    intro S
    induction S using Finset.induction_on with
    | empty => exact le_rfl
    | insert a S _ ih => exact (partialPermanent_insert_le hA S a).trans ih
  have h0 : partialPermanent A ∅ = A.permanent := by
    simp [partialPermanent, fixing, Matrix.permanent]
  have h1 : fixing (univ : Finset n) = {1} := by
    ext σ
    simp [mem_fixing, Equiv.ext_iff]
  have hd : partialPermanent A univ = ((∏ i, (A i i).re : ℝ) : ℂ) := by
    rw [partialPermanent, h1, sum_singleton, Complex.ofReal_prod]
    exact prod_congr rfl fun i _ =>
      (Complex.conj_eq_iff_re.1 (hA.isHermitian.apply i i)).symm
  have h := hall univ
  rw [h0, hd, Complex.le_def, Complex.ofReal_re, Complex.ofReal_im] at h
  exact ⟨h.2.symm, h.1⟩
```

The two parts joined by `∧` say that perm A has zero imaginary part, and that its real part is at least the product of the diagonal entries, which are real because A is Hermitian. Releasing the particles one at a time gives

∏ᵢ Aᵢᵢ = p(all particles) ≤ p(∅) = perm A.

The complex order then supplies both parts.

```lean
/-- The squared norm of the unnormalised symmetrised product of `N` orbitals is `N!` times the
permanent of their overlap matrix. -/
theorem norm_symmetrised (φ : n → m → ℂ) :
    ((∑ f, ‖symmetrised φ f‖ ^ 2 : ℝ) : ℂ)
      = (Fintype.card n).factorial * (overlap φ).permanent := by
  have hexp : ∀ f, ((‖symmetrised φ f‖ ^ 2 : ℝ) : ℂ)
      = ∑ σ : Perm n, ∑ τ : Perm n, ∏ i, star (φ (σ i) (f i)) * φ (τ i) (f i) := by
    intro f
    rw [← Complex.normSq_eq_norm_sq, Complex.normSq_eq_conj_mul_self]
    change star (symmetrised φ f) * symmetrised φ f = _
    rw [symmetrised, star_sum, sum_mul_sum]
    refine sum_congr rfl fun σ _ => sum_congr rfl fun τ _ => ?_
    rw [star_prod, ← prod_mul_distrib]
  have hG : ∀ σ τ : Perm n, ∑ f : n → m, ∏ i, star (φ (σ i) (f i)) * φ (τ i) (f i)
      = ∏ i, overlap φ (σ i) (τ i) := by
    intro σ τ
    simp only [overlap]
    rw [prod_univ_sum, Fintype.piFinset_univ]
  calc ((∑ f, ‖symmetrised φ f‖ ^ 2 : ℝ) : ℂ)
      = ∑ σ : Perm n, ∑ τ : Perm n, ∏ i, overlap φ (σ i) (τ i) := by
        rw [Complex.ofReal_sum, sum_congr rfl fun f _ => hexp f, sum_comm]
        exact sum_congr rfl fun σ _ => sum_comm.trans (sum_congr rfl fun τ _ => hG σ τ)
    _ = ∑ _τ : Perm n, (overlap φ).permanent := by
        rw [sum_comm]
        exact sum_congr rfl fun τ _ =>
          (Equiv.sum_comp (Equiv.mulRight τ)
            (fun σ : Perm n => ∏ i, overlap φ (σ i) (τ i))).symm.trans
          (sum_congr rfl fun σ _ => Equiv.prod_comp τ (fun i => overlap φ (σ i) i))
    _ = _ := by rw [sum_const, card_univ, Fintype.card_perm, nsmul_eq_mul]
```

Expand |Φ(f)|² as a double sum over σ and τ (`hexp`). Summing over f factorises particle by particle (`hG`):

Σ_f |Φ(f)|² = Σ_{σ,τ} ∏ᵢ G(σ(i), τ(i)).

For each fixed τ, replacing σ by στ turns the inner sum into perm G. There are N! choices of τ, hence N! perm G.

```lean
/-- The squared norm of the unnormalised symmetrised product of `N` orbitals is at least `N!`
times the product of the squared orbital norms. -/
theorem norm_enhancement (φ : n → m → ℂ) :
    (Fintype.card n).factorial * ∏ i, ∑ k, ‖φ i k‖ ^ 2 ≤ ∑ f, ‖symmetrised φ f‖ ^ 2 := by
  have hpsd : (overlap φ).PosSemidef := by
    have h : overlap φ = (Matrix.of φ).transpose.conjTranspose * (Matrix.of φ).transpose := by
      ext i j
      simp [overlap, Matrix.mul_apply]
    rw [h]
    exact Matrix.posSemidef_conjTranspose_mul_self _
  have hdiag : ∀ i, (overlap φ i i).re = ∑ k, ‖φ i k‖ ^ 2 := by
    intro i
    rw [overlap, Complex.re_sum]
    refine sum_congr rfl fun k _ => ?_
    rw [← Complex.normSq_eq_norm_sq, ← Complex.ofReal_re (Complex.normSq (φ i k)),
      Complex.normSq_eq_conj_mul_self]
    rfl
  have h := congrArg Complex.re (norm_symmetrised φ)
  rw [Complex.ofReal_re, Complex.mul_re, Complex.natCast_re, Complex.natCast_im, zero_mul,
    sub_zero] at h
  rw [h, ← prod_congr rfl fun i _ => hdiag i]
  exact mul_le_mul_of_nonneg_left (prod_diag_le_permanent hpsd).2 (Nat.cast_nonneg _)
```

G is positive semidefinite because it has the form M†M with M(k,i) = φᵢ(k), and its diagonal entries are the squared orbital norms. The two preceding theorems then give

Σ_f |Φ(f)|² ≥ N! ∏ᵢ ‖φᵢ‖².

For unit orbitals and the prefactor 1/√N!, the squared norm is perm G ≥ 1. This matters when normalising bosonic product states built from non-orthogonal orbitals in a finite basis; the bound is for one symmetrised product, not for a sum of several. For orbitals in an infinite-dimensional space, one first chooses an orthonormal basis of their finite-dimensional span, a step left to the reader.

```lean
/-- When all `N` bosons occupy the same orbital, the permanent of the overlap matrix is `N!` times
the product of its diagonal entries. -/
theorem permanent_identical (ψ : m → ℂ) :
    (overlap fun _ : n => ψ).permanent
      = (Fintype.card n).factorial * ∏ i, overlap (fun _ : n => ψ) i i := by
  simp only [Matrix.permanent, overlap]
  rw [sum_const, card_univ, Fintype.card_perm, nsmul_eq_mul]

end BosonicNormEnhancement
```

If all orbitals equal ψ, all N! terms of the permanent are the same, so perm G is N! times the diagonal product.

## Two bosons with overlap 3/5

Take φ₁ = (1, 0) and φ₂ = (3/5, 4/5). Then G₁₂ = 3/5 and

perm G = 1 + 9/25 = 1.36.

The amplitudes are Φ(1,1) = 6/5, Φ(1,2) = Φ(2,1) = 4/5 and Φ(2,2) = 0. Their squares sum to

(36 + 16 + 16)/25 = 2.72 = 2! · 1.36,

above the orthogonal value 2. Dividing by √2.72 gives the normalised amplitudes 0.728, 0.485, 0.485 and 0.

```lean
#print axioms BosonicNormEnhancement.norm_symmetrised
#print axioms BosonicNormEnhancement.norm_enhancement
#print axioms BosonicNormEnhancement.permanent_identical
```

```
'BosonicNormEnhancement.norm_symmetrised' depends on axioms: [propext, Classical.choice, Quot.sound]
'BosonicNormEnhancement.norm_enhancement' depends on axioms: [propext, Classical.choice, Quot.sound]
'BosonicNormEnhancement.permanent_identical' depends on axioms: [propext, Classical.choice, Quot.sound]
```
